# Shifting the softest eigenvalue to zero is a smallest correction that makes a symmetric inverse susceptibility singular

Let $M=\chi_0^{-1}-K$ be a real symmetric matrix, where $\chi_0$ is the bare static spin susceptibility and $K$ the interaction. Let $v$ be a unit eigenvector of $M$ whose eigenvalue $\lambda$ has the least absolute value. Then $M-\lambda vv^{T}$ annihilates $v$ and acts as $M$ does on every vector orthogonal to $v$. The correction $\lambda vv^{T}$ has operator norm $|\lambda|$, and every matrix $C$ that makes $M+C$ singular satisfies $\|C\|\ge|\lambda|$.

In a ferromagnet without spin–orbit coupling, magnetic dipole interactions or an applied field, rotating the whole magnetisation costs no energy. The inverse transverse susceptibility at zero wavevector and zero frequency should therefore have a zero eigenvalue, the Goldstone condition. When $\chi_0$ and $K$ come from approximations that don't match each other, a calculation can give a small nonzero $\lambda$ instead. The magnon energy at zero wavevector then comes out nonzero: a spurious gap if it is positive, a spurious instability if it is negative. For a finite, real, static response matrix, the result says how large a correction has to be to restore a zero eigenvalue. Here $\lambda$ is an eigenvalue of the inverse susceptibility, not a magnon energy.

## Magnetisation patterns and the inverse susceptibility

A magnetisation pattern is a vector in a real inner product space $E$, for instance one transverse amplitude per site or per function of an orthonormal basis. Finite dimension is assumed only in the theorems that need an eigenbasis of $M$.

```lean
import Mathlib

open Module

namespace GoldstoneGapCorrection

noncomputable section

variable {E : Type*} [NormedAddCommGroup E] [InnerProductSpace ℝ E]
```

The enhanced susceptibility $\chi$ obeys $\chi^{-1}=\chi_0^{-1}-K$. In Lean, `chi0` has the type `E ≃L[ℝ] E` of invertible continuous linear maps, so `chi0.symm` is a true inverse. The interaction `K` is any continuous linear map. The name `kernel` stands for the whole difference $M$; it means neither the null space nor the exchange-correlation kernel, which would enter through $K$.

```lean
/-- The inverse enhanced susceptibility `chi0⁻¹ - K`, for an invertible bare susceptibility
`chi0` and an interaction `K`, acting on magnetisation patterns. -/
def kernel (chi0 : E ≃L[ℝ] E) (K : E →L[ℝ] E) : E →L[ℝ] E :=
  (chi0.symm : E →L[ℝ] E) - K
```

The matrix $vv^{T}$ sends $x$ to $\langle v,x\rangle v$. It is a projector when $v$ has unit length, as it does in all the theorems below.

```lean
/-- The operator `v vᵀ`, which sends `x` to `⟨v, x⟩ v`. -/
def modeProjector (v : E) : E →L[ℝ] E := (innerSL ℝ v).smulRight v
```

The shift subtracts $\lambda vv^{T}$, with $\lambda$ written `lam`.

```lean
/-- The kernel after the eigenvalue shift, `M - lam v vᵀ`. -/
def shifted (M : E →L[ℝ] E) (lam : ℝ) (v : E) : E →L[ℝ] E :=
  M - lam • modeProjector v
```

The hypothesis on $v$ has three parts: $\|v\|=1$, $Mv=\lambda v$, and $|\lambda|\le|\mu|$ for every eigenvalue $\mu$ of $M$. Physically, the last part says that no eigenvector of $M$ has a stiffness, meaning its eigenvalue, smaller in size than $|\lambda|$. "Softest" refers to absolute value, so $\lambda$ may be negative, as when the approximations make the ground state look unstable.

That $v$ is the pattern produced by rotating the magnetisation is not part of the hypothesis. In an application, this identification has to be checked separately.

```lean
/-- `v` is a unit eigenvector of `M` whose eigenvalue `lam` has the least absolute value
among all eigenvalues of `M`. -/
structure IsSoftestMode (M : E →L[ℝ] E) (lam : ℝ) (v : E) : Prop where
  unit : ‖v‖ = 1
  eigen : M v = lam • v
  least : ∀ (mu : ℝ) (x : E), x ≠ 0 → M x = mu • x → |lam| ≤ |mu|
```

## Null vectors are self-sustained patterns

If $\chi_0^{-1}m-Km=0$, applying $\chi_0$ gives $m=\chi_0Km$. Conversely, if $\chi_0Km=m$, applying $\chi_0^{-1}$ gives $Km=\chi_0^{-1}m$. A null vector of $M$ is thus a pattern whose own interaction field reproduces it without an applied field. The two directions of the Lean proof are these two applications.

```lean
/-- The kernel annihilates a pattern `m` exactly when `m` sustains itself through the
interaction without an applied field, `chi0 K m = m`. -/
theorem kernel_eq_zero_iff (chi0 : E ≃L[ℝ] E) (K : E →L[ℝ] E) (m : E) :
    kernel chi0 K m = 0 ↔ chi0 (K m) = m := by
  change chi0.symm m - K m = 0 ↔ _
  rw [sub_eq_zero]
  constructor
  · intro h
    rw [← h, chi0.apply_symm_apply]
  · intro h
    calc chi0.symm m = chi0.symm (chi0 (K m)) := by rw [h]
      _ = K m := chi0.symm_apply_apply _
```

## The softest eigenvalue bounds $\|Mx\|$ from below

Since $M$ is symmetric, it has an orthonormal eigenbasis $b_i$ with eigenvalues $\mu_i$. Write $x_i=\langle b_i,x\rangle$. Symmetry gives

$$\langle b_i,Mx\rangle=\langle Mb_i,x\rangle=\mu_i x_i ,$$

and therefore

$$\|Mx\|^2=\sum_i\mu_i^2x_i^2\ \ge\ \lambda^2\sum_i x_i^2=\lambda^2\|x\|^2 .$$

Taking square roots gives $|\lambda|\,\|x\|\le\|Mx\|$.

In the proof, `he` is the eigenvalue equation, `hn` expands the squared norm in the basis, and `hi` is the first display. `Finset.sum_le_sum` then compares the sums term by term, using `hv.least` for each $\mu_i$.

For matrices that need not be symmetric the bound can fail. The matrix $\begin{pmatrix}1&10\\0&1\end{pmatrix}$ has 1 as its only eigenvalue, yet it sends $(-10,1)$ to the much shorter $(0,1)$. This matters for calculations that work with $1-\chi_0K$, which is in general not symmetric even when $\chi_0$ and $K$ are.

```lean
/-- If the eigenvalue `lam` of a symmetric kernel `M` on a finite-dimensional space has least
absolute value, then `‖M x‖` is at least `|lam|` times `‖x‖` for every pattern `x`. -/
theorem gap_bound [FiniteDimensional ℝ E] {M : E →L[ℝ] E} {lam : ℝ} {v : E}
    (hM : (M : E →ₗ[ℝ] E).IsSymmetric) (hv : IsSoftestMode M lam v) (x : E) :
    |lam| * ‖x‖ ≤ ‖M x‖ := by
  -- an orthonormal basis of eigenvectors
  obtain ⟨b, mu, he⟩ : ∃ (b : OrthonormalBasis (Fin (finrank ℝ E)) ℝ E)
      (mu : Fin (finrank ℝ E) → ℝ), ∀ i, M (b i) = mu i • b i :=
    ⟨hM.eigenvectorBasis rfl, hM.eigenvalues rfl, fun i => hM.apply_eigenvectorBasis rfl i⟩
  have hn : ∀ y : E, ‖y‖ ^ 2 = ∑ i, (b.repr y i) ^ 2 := by
    intro y
    rw [← b.repr.norm_map y, EuclideanSpace.norm_sq_eq]
    simp only [Real.norm_eq_abs, sq_abs]
  have hi : ∀ i, b.repr (M x) i = mu i * b.repr x i := by
    intro i
    rw [b.repr_apply_apply, b.repr_apply_apply, ← real_inner_smul_left, ← he i]
    exact (hM (b i) x).symm
  -- compare the squared norms component by component
  refine (pow_le_pow_iff_left₀ (by positivity) (norm_nonneg _) two_ne_zero).mp ?_
  rw [mul_pow, hn x, hn (M x), Finset.mul_sum]
  refine Finset.sum_le_sum fun i _ => ?_
  rw [hi i, mul_pow]
  have h1 := hv.least (mu i) (b i) (b.orthonormal.ne_zero i) (he i)
  have h2 : |lam| ^ 2 ≤ mu i ^ 2 := by
    rw [← sq_abs (mu i)]
    gcongr
  exact mul_le_mul_of_nonneg_right h2 (sq_nonneg _)
```

## The size of the shift

For a unit vector $v$, the Cauchy–Schwarz inequality gives

$$\|\lambda\langle v,x\rangle v\|=|\lambda|\,|\langle v,x\rangle|\le|\lambda|\,\|x\| ,$$

so the norm of $\lambda vv^{T}$ is at most $|\lambda|$. At $x=v$ the left side equals $|\lambda|$, so the norm is also at least $|\lambda|$. The two bullets of the proof are these two bounds. The norm is the operator norm belonging to the inner product on $E$, the largest factor by which a matrix stretches a vector.

```lean
/-- For a unit vector `v`, the correction `lam v vᵀ` has operator norm `|lam|`. -/
theorem norm_shift (lam : ℝ) {v : E} (hv : ‖v‖ = 1) :
    ‖lam • modeProjector v‖ = |lam| := by
  apply le_antisymm
  · refine ContinuousLinearMap.opNorm_le_bound _ (abs_nonneg _) fun x => ?_
    change ‖lam • (inner ℝ v x • v)‖ ≤ _
    rw [norm_smul, norm_smul, hv, mul_one, Real.norm_eq_abs]
    have h := norm_inner_le_norm (𝕜 := ℝ) v x
    rw [hv, one_mul] at h
    exact mul_le_mul_of_nonneg_left h (abs_nonneg _)
  · have h := (lam • modeProjector v).le_opNorm v
    change ‖lam • (inner ℝ v v • v)‖ ≤ _ at h
    rw [real_inner_self_eq_norm_sq, hv, one_pow, one_smul, norm_smul, hv, mul_one,
      mul_one, Real.norm_eq_abs] at h
    exact h
```

## No smaller correction closes the gap

On the softest mode,

$$(M-\lambda vv^{T})v=\lambda v-\lambda\langle v,v\rangle v=0 .$$

If $\langle v,x\rangle=0$, the subtracted term vanishes and $(M-\lambda vv^{T})x=Mx$.

Now let $C$ be any correction for which $(M+C)x=0$ with some $x\ne0$. Then $Mx=-Cx$, and the lower bound on $\|Mx\|$ gives

$$|\lambda|\,\|x\|\le\|Mx\|=\|Cx\|\le\|C\|\,\|x\| .$$

Dividing by $\|x\|>0$ leaves $|\lambda|\le\|C\|$.

The theorem joins four statements: the shifted matrix annihilates $v$, it agrees with $M$ on the orthogonal complement, the correction has norm $|\lambda|$, and every competing $C$ has at least that norm. Singularity is expressed by the existence of a nonzero null vector. The competitor $C$ need not be symmetric, and its null vector need not be $v$. In the last part of the proof, `h1` is $Mx=-Cx$ and `h2` is the lower bound.

```lean
/-- Eigenvalue shifting is a minimal cure. For a symmetric kernel `M` on a finite-dimensional space,
with softest mode `v` and eigenvalue `lam`, the shifted kernel annihilates `v` and agrees with `M`
on patterns orthogonal to `v`; the correction has norm `|lam|`, and no `C` that makes `M + C`
singular has a smaller norm. -/
theorem eigenvalue_shift_minimal [FiniteDimensional ℝ E] {M : E →L[ℝ] E} {lam : ℝ} {v : E}
    (hM : (M : E →ₗ[ℝ] E).IsSymmetric) (hv : IsSoftestMode M lam v) :
    shifted M lam v v = 0 ∧
    (∀ x, inner ℝ v x = 0 → shifted M lam v x = M x) ∧
    ‖lam • modeProjector v‖ = |lam| ∧
    ∀ C : E →L[ℝ] E, (∃ x, x ≠ 0 ∧ (M + C) x = 0) → |lam| ≤ ‖C‖ := by
  refine ⟨?_, ?_, norm_shift lam hv.unit, ?_⟩
  · change M v - lam • (inner ℝ v v • v) = 0
    rw [real_inner_self_eq_norm_sq, hv.unit, one_pow, one_smul, hv.eigen, sub_self]
  · intro x hx
    change M x - lam • (inner ℝ v x • v) = M x
    rw [hx, zero_smul, smul_zero, sub_zero]
  · rintro C ⟨x, hx, h⟩
    -- on the null vector, C has to undo M
    have h1 : M x = -C x := eq_neg_of_add_eq_zero_left h
    have h2 := gap_bound hM hv x
    rw [h1, norm_neg] at h2
    exact le_of_mul_le_mul_right (h2.trans (C.le_opNorm x)) (norm_pos_iff.mpr hx)
```

## The uniform shift has the same norm

Subtracting $\lambda$ times the identity also annihilates $v$, since $Mv-\lambda v=0$, and this correction again has norm $|\lambda|$. The two corrections differ as soon as $\lambda\ne0$ and $E$ has dimension at least two; in one dimension they coincide. The uniform shift subtracts $\lambda$ from every eigenvalue, whereas the rank-one shift changes only that of $v$. The Lean proof first derives $v\ne0$ from $\|v\|=1$, because the identity has norm 1 only on a nonzero space.

```lean
/-- Subtracting `lam` times the identity from `M` also gives an operator that annihilates the
softest mode `v`, and this correction has norm `|lam|`. -/
theorem uniform_shift_same_norm {M : E →L[ℝ] E} {lam : ℝ} {v : E}
    (hv : IsSoftestMode M lam v) :
    (M - lam • ContinuousLinearMap.id ℝ E) v = 0 ∧
    ‖lam • ContinuousLinearMap.id ℝ E‖ = |lam| := by
  have hne : v ≠ 0 := by
    intro h
    have h1 := hv.unit
    rw [h, norm_zero] at h1
    exact zero_ne_one h1
  have : Nontrivial E := ⟨v, 0, hne⟩
  constructor
  · change M v - lam • v = 0
    rw [hv.eigen, sub_self]
  · rw [norm_smul, ContinuousLinearMap.norm_id, mul_one, Real.norm_eq_abs]
```

## Leaving the other patterns untouched fixes the correction

Suppose $T$ annihilates $v$ and agrees with $M$ on every vector orthogonal to $v$. The vector $x-\langle v,x\rangle v$ is orthogonal to $v$, so

$$Tx=T\bigl(x-\langle v,x\rangle v\bigr)=M\bigl(x-\langle v,x\rangle v\bigr)=Mx-\lambda\langle v,x\rangle v .$$

Hence $T=M-\lambda vv^{T}$. The argument uses only that $v$ is a unit eigenvector; neither the symmetry of $M$ nor the minimality of $|\lambda|$ enters. In Lean, `h` is the agreement of $T$ and $M$ on the orthogonal part of $x$, simplified with $Tv=0$ and $Mv=\lambda v$.

```lean
/-- For a unit eigenvector `v` of `M` with eigenvalue `lam`, any operator `T` that annihilates `v`
and agrees with `M` on all patterns orthogonal to `v` equals the shifted kernel. -/
theorem shifted_unique {M T : E →L[ℝ] E} {lam : ℝ} {v : E} (hv : ‖v‖ = 1)
    (hMv : M v = lam • v) (hT : T v = 0) (hTM : ∀ x, inner ℝ v x = 0 → T x = M x) :
    T = shifted M lam v := by
  ext x
  -- remove from x its component along v
  have h := hTM (x - inner ℝ v x • v) (by
    rw [inner_sub_right, real_inner_smul_right, real_inner_self_eq_norm_sq, hv]
    ring)
  rw [map_sub, map_sub, map_smul, map_smul, hT, hMv, smul_zero, sub_zero] at h
  change T x = M x - lam • (inner ℝ v x • v)
  rw [h, smul_comm]
```

## The same correction as a change of the interaction

Replacing $K$ by $K+D$ turns $M$ into $M-D$. The choice $D=\lambda vv^{T}$ therefore produces the shifted matrix, and by the equivalence for null vectors

$$\chi_0(K+\lambda vv^{T})v=v .$$

If some other change $D$ lets a nonzero pattern sustain itself, then $M-D$ is singular. The minimality result with $C=-D$ gives $|\lambda|\le\|D\|$. Together with the norm of $\lambda vv^{T}$ found above, this makes $\lambda vv^{T}$ a smallest change of the interaction that restores a self-sustained pattern.

Symmetry is required of $\chi_0^{-1}-K$ only, not of $\chi_0$ and $K$ separately. The auxiliary statement `hk` is the replacement rule $M\to M-D$.

```lean
/-- On a finite-dimensional space, if `chi0⁻¹ - K` is symmetric with softest mode `v` and eigenvalue
`lam`, then `v` sustains itself under `K + lam v vᵀ`, and every change `D` of `K` that lets some
nonzero pattern sustain itself has norm at least `|lam|`. -/
theorem goldstone_interaction_correction [FiniteDimensional ℝ E] {chi0 : E ≃L[ℝ] E}
    {K : E →L[ℝ] E} {lam : ℝ} {v : E}
    (hM : (kernel chi0 K : E →ₗ[ℝ] E).IsSymmetric)
    (hv : IsSoftestMode (kernel chi0 K) lam v) :
    chi0 ((K + lam • modeProjector v) v) = v ∧
    ∀ D : E →L[ℝ] E, (∃ m, m ≠ 0 ∧ chi0 ((K + D) m) = m) → |lam| ≤ ‖D‖ := by
  obtain ⟨h0, -, -, hmin⟩ := eigenvalue_shift_minimal hM hv
  have hk : ∀ D : E →L[ℝ] E, kernel chi0 (K + D) = kernel chi0 K - D := by
    intro D
    unfold kernel
    abel
  constructor
  · rw [← kernel_eq_zero_iff, hk]
    exact h0
  · rintro D ⟨m, hm, h⟩
    rw [← kernel_eq_zero_iff, hk, sub_eq_add_neg] at h
    have h1 := hmin (-D) ⟨m, hm, h⟩
    rwa [norm_neg] at h1
```

## A two-site example

Take $\chi_0=1$, $v=(1,0)$ and $K=\tfrac12vv^{T}$. Then

$$M=\begin{pmatrix}\tfrac12&0\\0&1\end{pmatrix},\qquad M-\tfrac12vv^{T}=\begin{pmatrix}0&0\\0&1\end{pmatrix}.$$

The softest mode is $v$, with $\lambda=\tfrac12$. The theorem confirms that this $M$ is symmetric and that $v$ meets all three parts of the hypothesis. For the least eigenvalue, the proof takes an arbitrary eigenvector $x$ with eigenvalue $\mu$. If $x$ is orthogonal to $v$, then $\mu=1$; otherwise, comparing components along $v$ gives $\mu=\tfrac12$. The example is chosen for simplicity and does not model a rotationally symmetric magnet.

```lean
/-- A two-site instance: with `chi0 = 1` and `K = v vᵀ / 2`, where `v` is the first basis
vector, the kernel is symmetric and has softest mode `v` with eigenvalue `1/2`. -/
theorem softestMode_witness :
    let v : EuclideanSpace ℝ (Fin 2) := EuclideanSpace.single 0 1
    let M := kernel (ContinuousLinearEquiv.refl ℝ _) ((1 / 2 : ℝ) • modeProjector v)
    (M : EuclideanSpace ℝ (Fin 2) →ₗ[ℝ] EuclideanSpace ℝ (Fin 2)).IsSymmetric ∧
      IsSoftestMode M (1 / 2) v := by
  intro v M
  have hv : ‖v‖ = 1 := by simp [v]
  have hMx : ∀ x, M x = x - (1 / 2 : ℝ) • (inner ℝ v x • v) := fun x => rfl
  refine ⟨?_, hv, ?_, ?_⟩
  · intro x y
    change inner ℝ (M x) y = inner ℝ x (M y)
    rw [hMx, hMx, inner_sub_left, inner_sub_right, real_inner_smul_left,
      real_inner_smul_left, real_inner_smul_right, real_inner_smul_right,
      real_inner_comm v x]
    ring
  · rw [hMx, real_inner_self_eq_norm_sq, hv]
    module
  · intro mu x hx h
    rw [hMx] at h
    by_cases hc : inner ℝ v x = 0
    · -- orthogonal to v the eigenvalue is 1
      rw [hc, zero_smul, smul_zero, sub_zero] at h
      have h1 : (1 - mu) • x = 0 := by
        rw [sub_smul, one_smul, ← h, sub_self]
      have h2 : mu = 1 := by
        linarith [(smul_eq_zero.mp h1).resolve_right hx]
      rw [h2]
      norm_num [abs_of_pos]
    · -- otherwise the component along v fixes the eigenvalue to 1/2
      have h1 := congrArg (fun y => inner ℝ v y) h
      simp only [inner_sub_right, real_inner_smul_right, real_inner_self_eq_norm_sq, hv] at h1
      have h2 : mu = 1 / 2 := mul_right_cancel₀ hc (by linarith)
      rw [h2]

end

end GoldstoneGapCorrection
```

```lean
#print axioms GoldstoneGapCorrection.eigenvalue_shift_minimal
#print axioms GoldstoneGapCorrection.uniform_shift_same_norm
#print axioms GoldstoneGapCorrection.shifted_unique
#print axioms GoldstoneGapCorrection.goldstone_interaction_correction
```

```
'GoldstoneGapCorrection.eigenvalue_shift_minimal' depends on axioms: [propext, Classical.choice, Quot.sound]
'GoldstoneGapCorrection.uniform_shift_same_norm' depends on axioms: [propext, Classical.choice, Quot.sound]
'GoldstoneGapCorrection.shifted_unique' depends on axioms: [propext, Classical.choice, Quot.sound]
'GoldstoneGapCorrection.goldstone_interaction_correction' depends on axioms: [propext, Classical.choice, Quot.sound]
```
